# The half-filled Hubbard atom's partition function has only imaginary zeros in the interaction

The Hubbard atom is a single site that can be empty, singly occupied by either spin, or doubly occupied; here its energy is U(a − 1/2)(b − 1/2), where a and b are the spin-up and spin-down occupations, each 0 or 1. The theorem says that at real temperature T > 0, with Boltzmann's constant set to 1, the sum of the four Boltzmann weights vanishes at complex interaction U exactly when U = 2πiT(2n + 1) for some integer n. The proof writes the partition function as 4 cosh(U/(4T)), turns the hyperbolic cosine into a cosine of a rotated argument, and uses the known zeros of the cosine. It then solves for U, relabelling the integers to match the stated form.

The first attempt, which Lean rejects:

```lean
import Mathlib

namespace HubbardAtom

noncomputable section

/-- The occupation number, 0 or 1, of one spin orbital. -/
def occ (a : Fin 2) : ℂ := ((a : ℕ) : ℂ)

/-- The energy of the half-filled Hubbard atom with spin-up occupation `a` and spin-down
occupation `b`, at complex interaction `U`. -/
def energy (U : ℂ) (a b : Fin 2) : ℂ := U * (occ a - 1 / 2) * (occ b - 1 / 2)

/-- The Boltzmann weight of an occupation state at temperature `T`. -/
def weight (T : ℝ) (U : ℂ) (a b : Fin 2) : ℂ := Complex.exp (-(energy U a b) / T)

/-- The partition function: the sum of the Boltzmann weights of the four states. -/
def partitionFunction (T : ℝ) (U : ℂ) : ℂ := ∑ a : Fin 2, ∑ b : Fin 2, weight T U a b

/-- The Boltzmann weights of the empty, doubly occupied and two singly occupied states. -/
theorem weight_values (T : ℝ) (U : ℂ) :
    weight T U 0 0 = Complex.exp (-(U / (4 * T))) ∧
    weight T U 1 1 = Complex.exp (-(U / (4 * T))) ∧
    weight T U 0 1 = Complex.exp (U / (4 * T)) ∧
    weight T U 1 0 = Complex.exp (U / (4 * T)) := by
  have h0 : occ 0 = 0 := by simp [occ]
  have h1 : occ 1 = 1 := by simp [occ]
  refine ⟨?_, ?_, ?_, ?_⟩ <;> simp only [weight, energy, h0, h1] <;> congr 1 <;> ring

/-- The partition function of the Hubbard atom is `4 cosh (U / (4 T))`. -/
theorem partitionFunction_eq (T : ℝ) (U : ℂ) :
    partitionFunction T U = 4 * Complex.cosh (U / (4 * T)) := by
  obtain ⟨h00, h11, h01, h10⟩ := weight_values T U
  simp only [partitionFunction, Fin.sum_univ_two, h00, h11, h01, h10]
  rw [Complex.cosh]
  ring

/-- The partition function vanishes exactly at the interactions `U = 2 π i T (2 n + 1)` with
`n` an integer. -/
theorem partitionFunction_eq_zero_iff {T : ℝ} (hT : 0 < T) (U : ℂ) :
    partitionFunction T U = 0 ↔
      ∃ n : ℤ, U = 2 * Real.pi * Complex.I * T * (2 * n + 1) := by
  have hT' : (T : ℂ) ≠ 0 := by exact_mod_cast hT.ne'
  have h4 : 4 * (T : ℂ) ≠ 0 := mul_ne_zero (by norm_num) hT'
  obtain ⟨w, hw⟩ : ∃ w : ℂ, w = U / (4 * T) := ⟨_, rfl⟩
  -- zeros of the hyperbolic cosine are rotated zeros of the cosine
  have key : partitionFunction T U = 0 ↔
      ∃ k : ℤ, w * Complex.I = (2 * k + 1) * Real.pi / 2 := by
    rw [partitionFunction_eq, ← hw, ← Complex.cos_mul_I, mul_eq_zero,
      or_iff_right (four_ne_zero : (4 : ℂ) ≠ 0), Complex.cos_eq_zero_iff]
  rw [key]
  constructor
  · rintro ⟨k, hk⟩
    have e : U = w * (4 * T) := by rw [hw, div_mul_cancel₀ _ h4]
    refine ⟨-k - 1, ?_⟩
    push_cast
    linear_combination e - 4 * T * Complex.I * hk + w * 4 * T * Complex.I_sq
  · rintro ⟨n, hn⟩
    have e : w = Real.pi * Complex.I * (2 * n + 1) / 2 := by
      rw [hw, hn, div_eq_iff h4]
      ring
    refine ⟨-n - 1, ?_⟩
    push_cast
    linear_combination Complex.I * e + Real.pi * (2 * n + 1) / 2 * Complex.I_sq

end

end HubbardAtom
```

Lean reports:

```
Main.lean:50:20: error(lean.synthInstanceFailed): failed to synthesize instance of type class
  NeZero 4

Hint: Type class instance resolution failures can be inspected with the `set_option trace.Meta.synthInstance true` command.
```

What went wrong. Once the partition function is written as 4 times a cosine, `mul_eq_zero` splits its vanishing into two cases: 4 = 0 or the cosine is zero. To discard the first case, `or_iff_right` needs a proof that 4 ≠ 0 in the complex numbers. The attempt supplies `four_ne_zero`, which doesn't calculate this but takes it from a type class instance, `NeZero 4`. The error says that Lean could not find that instance at this point. It does not say why the search failed, and it does not mean that the inequality is false.

The repair keeps the same inequality, `(4 : ℂ) ≠ 0`, but proves it with `by norm_num`, which establishes it by numerical evaluation. The call to `four_ne_zero` is gone, and with it the instance request that failed. `or_iff_right` gets the proof it needs, and the rewrite can go on to `Complex.cos_eq_zero_iff`. The rest of the argument is unchanged.

The mended proof, as a diff:

```diff
@@ -48,5 +48,5 @@
       ∃ k : ℤ, w * Complex.I = (2 * k + 1) * Real.pi / 2 := by
     rw [partitionFunction_eq, ← hw, ← Complex.cos_mul_I, mul_eq_zero,
-      or_iff_right (four_ne_zero : (4 : ℂ) ≠ 0), Complex.cos_eq_zero_iff]
+      or_iff_right (by norm_num : (4 : ℂ) ≠ 0), Complex.cos_eq_zero_iff]
   rw [key]
   constructor
```
